# Diagonal Green's functions of a finite tridiagonal chain from two continued fractions

A continued fraction run from the left end of a chain up to site i knows nothing about the sites to the right of i. If its value L_i is taken for 1/G_ii at an interior site, the result belongs to a chain cut off after i, and the local density of states is in general wrong. Adding the fraction R_i from the right end brings in the missing sites but counts z − a_i twice. For Im z > 0 the correct combination is

1/G_ii = L_i + R_i − (z − a_i).

The problems below derive this formula for a finite chain with real nearest-neighbour couplings.

## The chain and its two fractions

The sites are 0, …, N, with real on-site energies a_i and a real coupling b_i between i and i+1. The Hamiltonian H is the tridiagonal matrix with these entries, and G = (z − H)⁻¹. The condition Im z > 0 stands for a retarded Green's function with finite broadening: z = E + iη, with E a real energy, η > 0 and i the imaginary unit; as an index, i denotes a site.

```lean
import Mathlib

open Matrix

namespace TwoSidedContinuedFraction

noncomputable section
```

In `chainH` the three terms are the diagonal, the upper and the lower off-diagonal, so H is real symmetric by construction, although its entries have type ℂ. The sequences `a` and `b` run over all natural numbers, but the matrix uses only a_0, …, a_N and b_0, …, b_(N−1). Couplings may be zero.

```lean
/-- The tridiagonal Hamiltonian of a chain with sites `0, ..., N`, on-site energies `a i`
and real couplings `b i` between sites `i` and `i + 1`. -/
def chainH (a b : ℕ → ℝ) (N : ℕ) : Matrix (Fin (N + 1)) (Fin (N + 1)) ℂ :=
  fun i j => (if (i : ℕ) = j then (a i : ℂ) else 0) +
    (if (i : ℕ) + 1 = j then (b i : ℂ) else 0) + (if (j : ℕ) + 1 = i then (b j : ℂ) else 0)

/-- The Green's matrix `(z - H)⁻¹` of the chain. -/
def green (a b : ℕ → ℝ) (N : ℕ) (z : ℂ) : Matrix (Fin (N + 1)) (Fin (N + 1)) ℂ :=
  (z • (1 : Matrix (Fin (N + 1)) (Fin (N + 1)) ℂ) - chainH a b N)⁻¹
```

The left fraction is defined by

L_0 = z − a_0,  L_(i+1) = z − a_(i+1) − b_i²/L_i.

```lean
/-- The left continued fraction `L i`, built up from site `0`. -/
def leftCF (a b : ℕ → ℝ) (z : ℂ) : ℕ → ℂ
  | 0 => z - a 0
  | i + 1 => z - a (i + 1) - (b i : ℂ) ^ 2 / leftCF a b z i
```

The right fraction runs towards smaller i, so Lean recurses on the number m of sites further to the right. `rightCF` sets m = N − i.

```lean
/-- The continued fraction that starts at site `i` and includes `m` further sites to its right. -/
def rightTail (a b : ℕ → ℝ) (z : ℂ) : ℕ → ℕ → ℂ
  | 0, i => z - a i
  | m + 1, i => z - a i - (b i : ℂ) ^ 2 / rightTail a b z m (i + 1)

/-- The right continued fraction `R i` of a chain whose last site is `N`. -/
def rightCF (a b : ℕ → ℝ) (z : ℂ) (N i : ℕ) : ℂ := rightTail a b z (N - i) i
```

For an amplitude w, `chainAct` gives (Hw)_k as a three-term expression. `pad` continues a vector by zero beyond site N, which lets the last row have the same form as the interior ones.

```lean
/-- The three-term action of the chain Hamiltonian on an amplitude `w`. -/
def chainAct (a b : ℕ → ℝ) (w : ℕ → ℂ) : ℕ → ℂ
  | 0 => a 0 * w 0 + b 0 * w 1
  | k + 1 => b k * w k + a (k + 1) * w (k + 1) + b (k + 1) * w (k + 1 + 1)

/-- An amplitude on the chain, continued by zero beyond the last site. -/
def pad (N : ℕ) (v : Fin (N + 1) → ℂ) (k : ℕ) : ℂ :=
  if h : k < N + 1 then v ⟨k, h⟩ else 0
```

## (a) The recursion for R

Show that the right fraction satisfies

R_N = z − a_N,  R_i = z − a_i − b_i²/R_(i+1) for i < N.

At i = N no sites remain to the right, which gives the first equation. For i < N there are N − i = (N − (i+1)) + 1 sites to the right, and unfolding the definition once gives the second. The proof rewrites with the same identity.

```lean
/-- The right continued fraction starts from `z - a N` at the last site and obeys
`R i = z - a i - b i ^ 2 / R (i + 1)` at all earlier sites. -/
theorem rightCF_rec (a b : ℕ → ℝ) (z : ℂ) (N : ℕ) :
    rightCF a b z N N = z - a N ∧ ∀ i, i < N →
      rightCF a b z N i = z - a i - (b i : ℂ) ^ 2 / rightCF a b z N (i + 1) := by
  constructor
  · simp [rightCF, rightTail]
  · intro i hi
    have h : N - i = (N - (i + 1)) + 1 := by omega
    simp only [rightCF]
    rw [h, rightTail]
```

## (b) One step keeps the imaginary part at or above Im z

Let Im ζ > 0 and let α, β be real. Show that Im(z − α − β²/ζ) ≥ Im z.

Since Im(1/ζ) = −Im ζ/|ζ|²,

Im(z − α − β²/ζ) = Im z + β² Im ζ/|ζ|² ≥ Im z.

In the proof, `e` is the formula for the imaginary part and `p` the sign of the added term.

```lean
/-- For real `α`, `β` and `Im ζ > 0`, the imaginary part of `z - α - β ^ 2 / ζ` is at least `Im z`.
-/
theorem im_step (z ζ : ℂ) (α β : ℝ) (h : 0 < ζ.im) :
    z.im ≤ (z - α - (β : ℂ) ^ 2 / ζ).im := by
  have e : ((β : ℂ) ^ 2 / ζ).im = -(β ^ 2 * ζ.im / Complex.normSq ζ) := by
    rw [div_eq_mul_inv, ← Complex.ofReal_pow, Complex.im_ofReal_mul, Complex.inv_im]
    ring
  have p : 0 ≤ β ^ 2 * ζ.im / Complex.normSq ζ :=
    div_nonneg (mul_nonneg (sq_nonneg _) h.le) (Complex.normSq_nonneg _)
  rw [Complex.sub_im, Complex.sub_im, Complex.ofReal_im, e]
  linarith
```

## (c) No denominator vanishes

Show that L_i and R_i are nonzero when Im z > 0.

Both recursions start from z minus a real number, whose imaginary part is Im z. By (b) every further step keeps the imaginary part at least Im z > 0, so no value is zero. Lean runs one induction for each fraction, `hL` and `hR`.

```lean
/-- In the upper half plane neither the left nor the right continued fraction vanishes. -/
theorem cf_ne_zero (a b : ℕ → ℝ) {z : ℂ} (hz : 0 < z.im) :
    (∀ i, leftCF a b z i ≠ 0) ∧ ∀ N i, rightCF a b z N i ≠ 0 := by
  have key : ∀ ζ : ℂ, z.im ≤ ζ.im → ζ ≠ 0 := by
    intro ζ h h0
    rw [h0, Complex.zero_im] at h
    linarith
  have hL : ∀ i, z.im ≤ (leftCF a b z i).im := by
    intro i
    induction i with
    | zero => simp [leftCF]
    | succ i ih =>
      rw [leftCF]
      exact im_step _ _ _ _ (lt_of_lt_of_le hz ih)
  have hR : ∀ m i, z.im ≤ (rightTail a b z m i).im := by
    intro m
    induction m with
    | zero => intro i; simp [rightTail]
    | succ m ih =>
      intro i
      rw [rightTail]
      exact im_step _ _ _ _ (lt_of_lt_of_le hz (ih (i + 1)))
  exact ⟨fun i => key _ (hL i), fun N i => key _ (hR (N - i) i)⟩
```

## (d) Eliminating a neighbour

Suppose ζx = βy with ζ ≠ 0. Show that (β²/ζ)y = βx.

Multiply the hypothesis by β and divide by ζ. The coupling to the neighbour's amplitude x has become a self-energy β²/ζ acting on y.

```lean
/-- If `ζ * x = β * y` with `ζ ≠ 0`, then the coupling term `β * x` equals `β ^ 2 / ζ` times `y`. -/
theorem eliminate {ζ β x y : ℂ} (hζ : ζ ≠ 0) (h : ζ * x = β * y) :
    β ^ 2 / ζ * y = β * x := by
  rw [div_mul_eq_mul_div, div_eq_iff hζ]
  linear_combination (-β) * h
```

## (e) Elimination from the left

Let Im z > 0 and suppose zw_k − (Hw)_k = 0 for all k < s. Show that L_k w_k = b_k w_(k+1) for these k.

Row 0 reads (z − a_0)w_0 = b_0 w_1, which is the claim for k = 0. Row k+1 reads

(z − a_(k+1))w_(k+1) − b_k w_k − b_(k+1) w_(k+2) = 0.

By the claim for k and (d), b_k w_k = (b_k²/L_k)w_(k+1). Substitution gives L_(k+1) w_(k+1) = b_(k+1) w_(k+2). In the code `row` is the equation of the site, `e` is the elimination, and `linear_combination` subtracts one from the other.

```lean
/-- If the amplitude solves the homogeneous equation on all sites left of `s`, then
`L k * w k = b k * w (k + 1)` there. -/
theorem left_sweep (a b : ℕ → ℝ) {z : ℂ} (hz : 0 < z.im) {w : ℕ → ℂ} {s : ℕ}
    (h : ∀ k, k < s → z * w k - chainAct a b w k = 0) :
    ∀ k, k < s → leftCF a b z k * w k = b k * w (k + 1) := by
  intro k
  induction k with
  | zero =>
    intro hk
    have row := h 0 hk
    simp only [chainAct] at row
    simp only [leftCF, zero_add]
    linear_combination row
  | succ k ih =>
    intro hk
    have row := h (k + 1) hk
    have e := eliminate ((cf_ne_zero a b hz).1 k) (ih (by omega))
    simp only [chainAct] at row
    rw [leftCF]
    linear_combination row - e
```

## (f) Elimination from the right

Let Im z > 0 and suppose the homogeneous equation holds for s < k ≤ N and w_(N+1) = 0. Show that R_(k+1) w_(k+1) = b_k w_k for s ≤ k < N.

Row N gives (z − a_N)w_N = b_(N−1) w_(N−1), the claim for k = N−1. For smaller k, the claim one site further right and (d) give

b_(k+1) w_(k+2) = (b_(k+1)²/R_(k+2))w_(k+1),

and inserting this into row k+1 yields R_(k+1) w_(k+1) = b_k w_k. The induction variable `m` counts the sites to the right of k+1.

```lean
/-- If the amplitude solves the homogeneous equation at all sites `k` with `s < k ≤ N` and `w (N +
1) = 0`, then `R (k + 1) * w (k + 1) = b k * w k` whenever `s ≤ k < N`. -/
theorem right_sweep (a b : ℕ → ℝ) {z : ℂ} (hz : 0 < z.im) {w : ℕ → ℂ} {s N : ℕ}
    (h : ∀ k, s < k → k ≤ N → z * w k - chainAct a b w k = 0) (hN : w (N + 1) = 0) :
    ∀ m k, k + 1 + m = N → s ≤ k →
      rightCF a b z N (k + 1) * w (k + 1) = b k * w k := by
  intro m
  induction m with
  | zero =>
    intro k hk hs
    obtain rfl : N = k + 1 := by omega
    have row := h (k + 1) (by omega) le_rfl
    simp only [chainAct] at row
    rw [(rightCF_rec a b z (k + 1)).1]
    linear_combination row + (b (k + 1) : ℂ) * hN
  | succ m ih =>
    intro k hk hs
    have row := h (k + 1) (by omega) (by omega)
    have e := eliminate ((cf_ne_zero a b hz).2 N (k + 1 + 1)) (ih (k + 1) (by omega) (by omega))
    simp only [chainAct] at row
    rw [(rightCF_rec a b z N).2 (k + 1) (by omega)]
    linear_combination row - e
```

## (g) Matrix rows as a recurrence

Show that row k of (z − H)v is zw_k − (Hw)_k in three-term form, where w is v padded by zero.

In the sum over j, only j = k−1, k, k+1 contribute. At k = 0 the first is absent; at k = N the last is multiplied by w_(N+1) = 0. The proof turns the matrix product into a sum over a range, `h1`, treats the right edge in `h2`, and separates k = 0 from k > 0.

```lean
/-- Each row of `(z - H) v` is the three-term recurrence of the chain. -/
theorem resolvent_row (a b : ℕ → ℝ) (N : ℕ) (z : ℂ) (v : Fin (N + 1) → ℂ) (k : Fin (N + 1)) :
    ((z • (1 : Matrix (Fin (N + 1)) (Fin (N + 1)) ℂ) - chainH a b N) *ᵥ v) k =
      z * pad N v k - chainAct a b (pad N v) k := by
  have hp : ∀ j : Fin (N + 1), pad N v j = v j := fun j => by rw [pad, dif_pos j.isLt]
  have hH : (chainH a b N *ᵥ v) k = chainAct a b (pad N v) k := by
    rcases k with ⟨k, hk⟩
    change _ = chainAct a b (pad N v) k
    have h1 : (chainH a b N *ᵥ v) ⟨k, hk⟩ = ∑ j ∈ Finset.range (N + 1),
        ((if k = j then (a k : ℂ) else 0) + (if k + 1 = j then (b k : ℂ) else 0) +
          (if j + 1 = k then (b j : ℂ) else 0)) * pad N v j := by
      rw [Finset.sum_range]
      change ∑ j, chainH a b N ⟨k, hk⟩ j * v j = _
      refine Finset.sum_congr rfl fun j _ => ?_
      rw [hp j]
      rfl
    have h2 : (if k + 1 < N + 1 then (b k : ℂ) * pad N v (k + 1) else 0) =
        b k * pad N v (k + 1) := by
      split_ifs with h
      · rfl
      · rw [pad, dif_neg h, mul_zero]
    rw [h1]
    simp only [add_mul, Finset.sum_add_distrib, ite_mul, zero_mul, Finset.sum_ite_eq,
      Finset.mem_range]
    rw [if_pos hk, h2]
    cases k with
    | zero => simp [chainAct]
    | succ k =>
      rw [Finset.sum_eq_single k]
      · rw [if_pos rfl]
        simp only [chainAct]
        ring
      · intro x _ hx
        rw [if_neg (by omega)]
      · intro h
        exact absurd (Finset.mem_range.mpr (by omega)) h
  rw [Matrix.sub_mulVec, Matrix.smul_mulVec, Matrix.one_mulVec, Pi.sub_apply, Pi.smul_apply,
    smul_eq_mul, hH, hp]
```

## (h) z − H is invertible

Show that det(z − H) ≠ 0 for Im z > 0.

If the determinant vanished, some v ≠ 0 would satisfy (z − H)v = 0. By (g) every row would be homogeneous, so (e) with s = N+1 gives L_k w_k = b_k w_(k+1) for all k ≤ N. Since w_(N+1) = 0 and L_N ≠ 0, w_N = 0; then w_(N−1) = 0, and so on down to w_0. This contradicts v ≠ 0. The induction `zero` is this descent. The step matters because Lean assigns a value to the inverse of a singular matrix too; here `green` is a true inverse.

```lean
/-- For `Im z > 0` the matrix `z - H` is invertible. -/
theorem resolvent_exists (a b : ℕ → ℝ) (N : ℕ) {z : ℂ} (hz : 0 < z.im) :
    IsUnit (z • (1 : Matrix (Fin (N + 1)) (Fin (N + 1)) ℂ) - chainH a b N).det := by
  rw [isUnit_iff_ne_zero]
  intro hdet
  obtain ⟨v, hv, hv0⟩ := Matrix.exists_mulVec_eq_zero_iff.mpr hdet
  have row : ∀ k, k < N + 1 → z * pad N v k - chainAct a b (pad N v) k = 0 := by
    intro k hk
    have h := resolvent_row a b N z v ⟨k, hk⟩
    rw [hv0] at h
    exact h.symm
  -- the amplitude vanishes beyond the last site, hence on every site before it
  have zero : ∀ m k, k + m = N + 1 → pad N v k = 0 := by
    intro m
    induction m with
    | zero =>
      intro k hk
      obtain rfl : k = N + 1 := by omega
      simp [pad]
    | succ m ih =>
      intro k hk
      have h := left_sweep a b hz row k (by omega)
      rw [ih (k + 1) (by omega), mul_zero] at h
      exact (mul_eq_zero.mp h).resolve_left ((cf_ne_zero a b hz).1 k)
  apply hv
  funext k
  have hk := k.isLt
  have h := zero (N + 1 - k) k (by omega)
  rw [pad, dif_pos hk] at h
  exact h
```

## (i) The two-sided formula

Let Im z > 0. Show that at every site G_ii ≠ 0 and 1/G_ii = L_i + R_i − (z − a_i).

Let w_k = G_ki, column i of G. Then (z − H)w is 1 at site i and 0 elsewhere, so both eliminations apply up to site i. With (d) and the recursions they give

b_(i−1) w_(i−1) = (z − a_i − L_i)w_i,
b_i w_(i+1) = (z − a_i − R_i)w_i.

At an end of the chain the missing neighbour's term is zero, and so is the corresponding bracket. Row i is

(z − a_i)w_i − b_(i−1) w_(i−1) − b_i w_(i+1) = 1,

and substitution turns it into

(L_i + R_i − (z − a_i))G_ii = 1.

A product equal to 1 has no zero factor, so G_ii ≠ 0 and division is allowed.

In Lean, `row` is the column equation, `hr` the substitution from the right, and the case split on `s` the substitution from the left, with site 0 separate. `key` is the last displayed equation.

For N = 0 both fractions equal z − a_0, and the formula returns 1/G_00 = z − a_0. For N = 1 and i = 0, L_0 cancels the subtracted term, leaving

1/G_00 = R_0 = z − a_0 − b_0²/(z − a_1).

```lean
/-- At every site of the chain and for `Im z > 0`, the diagonal Green's function is nonzero and
its inverse is `L i + R i - (z - a i)`. -/
theorem inv_green_diag (a b : ℕ → ℝ) (N : ℕ) {z : ℂ} (hz : 0 < z.im) (i : Fin (N + 1)) :
    green a b N z i i ≠ 0 ∧
      1 / green a b N z i i = leftCF a b z i + rightCF a b z N i - (z - a i) := by
  have hM := Matrix.mul_nonsing_inv _ (resolvent_exists a b N hz)
  obtain ⟨w, hw⟩ : ∃ w, w = pad N (fun k => green a b N z k i) := ⟨_, rfl⟩
  have hwi : w i = green a b N z i i := by rw [hw, pad, dif_pos i.isLt]
  have hN : w (N + 1) = 0 := by simp [hw, pad]
  -- column `i` of the Green's matrix has a unit source at site `i` only
  have row : ∀ k : Fin (N + 1), z * w k - chainAct a b w k =
      (1 : Matrix (Fin (N + 1)) (Fin (N + 1)) ℂ) k i := by
    intro k
    rw [hw, ← resolvent_row]
    exact congrFun (congrFun hM k) i
  have h0 : ∀ k, k ≤ N → k ≠ (i : ℕ) → z * w k - chainAct a b w k = 0 := by
    intro k hk hne
    have h := row ⟨k, by omega⟩
    rw [Matrix.one_apply_ne (fun e => hne (congrArg Fin.val e))] at h
    exact h
  have h1 := row i
  rw [Matrix.one_apply_eq] at h1
  have key : (leftCF a b z i + rightCF a b z N i - (z - a i)) * w i = 1 := by
    have hs : (i : ℕ) ≤ N := by have := i.isLt; omega
    clear hwi row hw hM
    generalize (i : ℕ) = s at *
    have hl := left_sweep a b hz (w := w) (s := s) (fun k hk => h0 k (by omega) (by omega))
    -- the right half-chain enters through `R`
    have hr : rightCF a b z N s * w s = (z - a s) * w s - b s * w (s + 1) := by
      by_cases hsN : s = N
      · rw [hsN, (rightCF_rec a b z N).1, hN]
        ring
      · have e := eliminate ((cf_ne_zero a b hz).2 N (s + 1))
          (right_sweep a b hz (s := s) (fun k hk hk' => h0 k hk' (by omega)) hN
            (N - (s + 1)) s (by omega) le_rfl)
        rw [(rightCF_rec a b z N).2 s (by omega)]
        linear_combination -e
    -- the left half-chain enters through `L`
    cases s with
    | zero =>
      simp only [chainAct] at h1
      simp only [zero_add] at hr
      simp only [leftCF]
      linear_combination hr + h1
    | succ k =>
      have e := eliminate ((cf_ne_zero a b hz).1 k) (hl k (by omega))
      simp only [chainAct] at h1
      rw [leftCF]
      linear_combination hr + h1 - e
  rw [hwi] at key
  have hne : green a b N z i i ≠ 0 := right_ne_zero_of_mul_eq_one key
  exact ⟨hne, by rw [div_eq_iff hne]; exact key.symm⟩
```

## (j) Two self-energies at an interior site

Let Im z > 0 and i + 1 < N, so that site i+1 has neighbours on both sides. Show that

1/G_(i+1,i+1) = z − a_(i+1) − b_i²/L_i − b_(i+1)²/R_(i+2).

Insert the recursions for L_(i+1) and R_(i+1) into (i). The term z − a_(i+1) then appears twice with a plus sign and once with a minus sign, so it survives once. The two fractions left over are the self-energies of the half-chains.

```lean
/-- At an interior site the inverse Green's function is `z` minus the on-site energy minus one
self-energy from the left half-chain and one from the right half-chain. -/
theorem inv_green_interior (a b : ℕ → ℝ) (N : ℕ) {z : ℂ} (hz : 0 < z.im) (i : ℕ)
    (hi : i + 1 < N) :
    1 / green a b N z ⟨i + 1, by omega⟩ ⟨i + 1, by omega⟩ =
      z - a (i + 1) - (b i : ℂ) ^ 2 / leftCF a b z i -
        (b (i + 1) : ℂ) ^ 2 / rightCF a b z N (i + 2) := by
  have h := (inv_green_diag a b N hz ⟨i + 1, by omega⟩).2
  have hR := (rightCF_rec a b z N).2 (i + 1) hi
  rw [h]
  change leftCF a b z (i + 1) + rightCF a b z N (i + 1) - (z - a (i + 1)) = _
  rw [hR, leftCF]
  ring

end

end TwoSidedContinuedFraction
```

```lean
#print axioms TwoSidedContinuedFraction.inv_green_diag
#print axioms TwoSidedContinuedFraction.inv_green_interior
```

```
'TwoSidedContinuedFraction.inv_green_diag' depends on axioms: [propext, Classical.choice, Quot.sound]
'TwoSidedContinuedFraction.inv_green_interior' depends on axioms: [propext, Classical.choice, Quot.sound]
```

## Two sweeps in a program

For a non-interacting, finite tight-binding chain with one orbital per site, orthonormal orbitals and real nearest-neighbour couplings, a program can fix z = E + iη, fill an array with L_0, …, L_N in one loop and another with R_N, …, R_0 in a second, and combine them site by site. All diagonal elements at that energy then cost a number of operations proportional to the number of sites, without forming the full inverse. The broadened local density of states at site i is −Im G_ii/π. The theorems hold at fixed η > 0 and finite N; the limits η → 0 and N → ∞, complex couplings and matrix-valued blocks need separate arguments.
